# The inclusion-exclusion increment of a pairwise Boltzmann factor is a sum over Mayer graphs without isolated vertices

Take a few atoms of a classical fluid at fixed positions, interacting through a pair potential u_ij. With β the inverse temperature in units of inverse energy, the Boltzmann factor of a group S of atoms is a product over its pairs:

exp(−β Σ u_ij) = Π (1 + f_ij), with f_ij = exp(−β u_ij) − 1.

The Mayer factor f_ij is zero when i and j do not interact. Part of the Boltzmann factor of S is already present in its smaller subgroups. Subtracting that part by inclusion-exclusion leaves the many-body increment of S. Which products of f_ij does it contain, and what becomes of it when S consists of two groups that do not feel each other?

The particle labels form a type `V`, and the values f_ij lie in a commutative ring `R`. For numerical Boltzmann factors `R` is the real numbers, but only addition, subtraction and multiplication are used.

```lean
import Mathlib

open Finset

namespace MayerIncrements

variable {V R : Type*} [DecidableEq V] [CommRing R]
```

The function `f` is defined on `Sym2 V`, the unordered pairs of labels, so f_ij = f_ji is built in. `Sym2 V` also contains the diagonal pairs {v, v}. The set `pairs S`, written pairs(S) below, leaves them out, so a particle never interacts with itself.

```lean
/-- The unordered pairs of distinct particles inside `S`. -/
def pairs (S : Finset V) : Finset (Sym2 V) :=
  S.sym2.filter (fun e => ¬ e.IsDiag)
```

The Boltzmann factor `boltzmann f S` is written B(S). For a group of no particles or one particle the product is empty, and B = 1.

```lean
/-- The Boltzmann factor of the group `S`: the product of `1 + f_ij` over its pairs. -/
def boltzmann (f : Sym2 V → R) (S : Finset V) : R :=
  ∏ e ∈ pairs S, (1 + f e)
```

The increment `increment f S` is written Δ(S):

Δ(S) = Σ_(T ⊆ S) (−1)^|S∖T| B(T).

Here T is a subgroup, not a temperature. The empty subgroup takes part with B(∅) = 1, whereas in the usual expansion of an energy it contributes nothing.

```lean
/-- The many-body increment of the Boltzmann factor at `S`, by inclusion-exclusion over
the subgroups of `S`. -/
def increment (f : Sym2 V → R) (S : Finset V) : R :=
  ∑ T ∈ S.powerset, (-1) ^ (S \ T).card * boltzmann f T
```

A Mayer graph on S is a set g of pairs inside S, each pair e being an edge that stands for a factor f_e. The particles of S that have an edge in g are collected in `touched S g`, written touched(g).

```lean
/-- The particles of `S` that are an endpoint of some edge in `g`. -/
def touched (S : Finset V) (g : Finset (Sym2 V)) : Finset V :=
  S.filter (fun v => ∃ e ∈ g, v ∈ e)
```

The graphs in `coveringGraphs S` touch every particle of S. They need not be connected: on four particles, two separate edges qualify. From four particles on, sums over these graphs therefore contain terms that are absent from the connected-graph sums of the Mayer cluster expansion; for two or three particles the graphs are the same.

```lean
/-- The Mayer graphs on `S` without isolated vertices: edge sets inside `S` in which every
particle of `S` has an edge. -/
def coveringGraphs (S : Finset V) : Finset (Finset (Sym2 V)) :=
  (pairs S).powerset.filter (fun g => ∀ v ∈ S, ∃ e ∈ g, v ∈ e)
```

All results hold at one fixed configuration, with no integration over positions. The model assumes classical particles whose potential energy is a sum of pair terms; three-body forces would add factors that B(S) lacks.

## (a) Membership in the set of pairs

Show that an unordered pair e belongs to pairs(S) exactly when its endpoints lie in S and are distinct:

e ∈ pairs(S) ⇔ (v ∈ S for every endpoint v of e) and e is not diagonal.

The set `S.sym2` consists of all unordered pairs with both entries in S, equal entries included. The filter in the definition then removes the diagonal ones. What remains is the stated condition, and `simp` finds it by unfolding the definition.

```lean
/-- An edge is a pair inside `S` when its endpoints lie in `S` and are distinct. -/
theorem mem_pairs {S : Finset V} {e : Sym2 V} :
    e ∈ pairs S ↔ (∀ v ∈ e, v ∈ S) ∧ ¬ e.IsDiag := by
  simp [pairs, mem_sym2_iff]
```

## (b) The same condition for two named particles

Show that for particles x and y

{x, y} ∈ pairs(S) ⇔ x ∈ S and y ∈ S and x ≠ y.

The endpoints of {x, y} are x and y, and the pair is diagonal exactly when x = y. Lean writes this unordered pair as `s(x, y)`.

```lean
/-- Particles `x` and `y` form a pair inside `S` when both lie in `S` and they differ. -/
theorem mem_pairs_mk {S : Finset V} {x y : V} :
    s(x, y) ∈ pairs S ↔ x ∈ S ∧ y ∈ S ∧ x ≠ y := by
  simp [pairs, and_assoc]
```

## (c) An alternating sum over intermediate groups

Let U be a subset of S. Show that

Σ_(U ⊆ T ⊆ S) (−1)^|S∖T| = 1 if U = S, and 0 otherwise.

Give each particle v of S a number a_v, equal to 0 if v lies in U and to −1 if it does not. Expand the product of 1 + a_v, letting T be the set of particles from which the 1 is taken:

Π_(v ∈ S) (1 + a_v) = Σ_(T ⊆ S) Π_(v ∈ S∖T) a_v.

If T misses a particle of U, its term contains a factor 0. If T contains U, every factor is −1 and the term is (−1)^|S∖T|. The right-hand side is therefore the required sum. On the left, U = S makes every factor 1 + 0 = 1. If U is smaller than S, some particle outside U supplies the factor 1 − 1 = 0.

In Lean the sum runs over all subsets of S, and an `if` sets the terms without U ⊆ T to zero. The expansion is `key`, the comparison of terms is `hterm`, and the last case distinction evaluates the product.

```lean
/-- The alternating sum over all groups `T` between `U` and `S` is one if `U = S` and
zero if `U` is a proper subset of `S`. -/
theorem alternating_sum {U S : Finset V} (hU : U ⊆ S) :
    ∑ T ∈ S.powerset, (if U ⊆ T then (-1 : R) ^ (S \ T).card else 0)
      = if U = S then 1 else 0 := by
  -- expand a product with one factor per particle: 1 on `U`, and 1 - 1 elsewhere
  have key := Finset.prod_add (fun _ => (1 : R)) (fun v => if v ∈ U then (0 : R) else -1) S
  have hterm : ∀ T ∈ S.powerset, (if U ⊆ T then (-1 : R) ^ (S \ T).card else 0)
      = (∏ _v ∈ T, (1 : R)) * ∏ v ∈ S \ T, (if v ∈ U then (0 : R) else -1) := by
    intro T _
    rw [prod_const_one, one_mul]
    by_cases h : U ⊆ T
    · rw [if_pos h, ← prod_const]
      refine prod_congr rfl fun v hv => ?_
      have hvU : v ∉ U := fun h' => (mem_sdiff.1 hv).2 (h h')
      rw [if_neg hvU]
    · rw [if_neg h]
      obtain ⟨v, hvU, hvT⟩ := Finset.not_subset.1 h
      symm
      exact prod_eq_zero (mem_sdiff.2 ⟨hU hvU, hvT⟩) (if_pos hvU)
  rw [sum_congr rfl hterm, ← key]
  by_cases h : U = S
  · rw [if_pos h]
    refine prod_eq_one fun v hv => ?_
    have hvU : v ∈ U := by rw [h]; exact hv
    rw [if_pos hvU, add_zero]
  · rw [if_neg h]
    obtain ⟨v, hvS, hvU⟩ := Finset.not_subset.1 (fun h' => h (Finset.Subset.antisymm hU h'))
    refine prod_eq_zero hvS ?_
    rw [if_neg hvU, add_neg_cancel]
```

## (d) The increment as a sum over graphs

Show that the increment collects exactly the graphs that leave no particle of S isolated:

Δ(S) = Σ_(g ∈ coveringGraphs(S)) Π_(e ∈ g) f_e.

Expanding the Boltzmann factor of a subgroup T means choosing 1 or f_e for each pair, which gives

B(T) = Σ_(g ⊆ pairs(T)) Π_(e ∈ g) f_e.

A graph g inside S lies inside T exactly when T contains every particle that g touches. Insert the expansion into Δ(S) and exchange the two sums:

Δ(S) = Σ_(g ⊆ pairs(S)) [ Σ_(touched(g) ⊆ T ⊆ S) (−1)^|S∖T| ] Π_(e ∈ g) f_e.

By (c), with U = touched(g), the bracket is 1 if g touches all of S and 0 otherwise. This leaves the stated sum. For S = ∅ the empty graph qualifies and both sides are 1; for a single particle no graph qualifies and both sides are 0.

In the proof, `hgraphs` identifies the graphs inside T, using (a). The expansion of B(T) is `prod_one_add`, and `hterm` rewrites it as a sum over all graphs inside S. Then `sum_comm` exchanges the sums, and `hiff` translates touched(g) = S into the covering condition.

```lean
/-- The many-body increment of the Boltzmann factor at `S` is the sum over all Mayer graphs
on `S` without isolated vertices, each weighted by the product of its `f_ij`. -/
theorem increment_eq_sum_coveringGraphs (f : Sym2 V → R) (S : Finset V) :
    increment f S = ∑ g ∈ coveringGraphs S, ∏ e ∈ g, f e := by
  -- the graphs inside `T` are the graphs inside `S` that touch only particles of `T`
  have hgraphs : ∀ T ∈ S.powerset,
      (pairs T).powerset = (pairs S).powerset.filter (fun g => touched S g ⊆ T) := by
    intro T hT
    ext g
    rw [mem_filter, mem_powerset, mem_powerset]
    constructor
    · refine fun hg => ⟨fun e he => ?_, fun v hv => ?_⟩
      · have h := mem_pairs.1 (hg he)
        exact mem_pairs.2 ⟨fun v hv => mem_powerset.1 hT (h.1 v hv), h.2⟩
      · obtain ⟨_, e, he, hve⟩ := mem_filter.1 hv
        exact (mem_pairs.1 (hg he)).1 v hve
    · rintro ⟨hg, ht⟩ e he
      have h := mem_pairs.1 (hg he)
      exact mem_pairs.2 ⟨fun v hv => ht (mem_filter.2 ⟨h.1 v hv, e, he, hv⟩), h.2⟩
  have hterm : ∀ T ∈ S.powerset, (-1) ^ (S \ T).card * boltzmann f T
      = ∑ g ∈ (pairs S).powerset,
        (if touched S g ⊆ T then (-1 : R) ^ (S \ T).card else 0) * ∏ e ∈ g, f e := by
    intro T hT
    rw [boltzmann, prod_one_add, hgraphs T hT, sum_filter, mul_sum]
    refine sum_congr rfl fun g _ => ?_
    split_ifs <;> simp
  -- exchange the sums and use the alternating sum for each graph
  rw [increment, sum_congr rfl hterm, sum_comm, coveringGraphs, sum_filter]
  refine sum_congr rfl fun g _ => ?_
  have hsub : touched S g ⊆ S := filter_subset _ _
  have hiff : touched S g = S ↔ ∀ v ∈ S, ∃ e ∈ g, v ∈ e := filter_eq_self
  rw [← sum_mul, alternating_sum hsub]
  by_cases h : touched S g = S
  · rw [if_pos h, if_pos (hiff.1 h), one_mul]
  · rw [if_neg h, if_neg (fun h' => h (hiff.2 h')), zero_mul]
```

## (e) Two particles

Let a and b be distinct. Show that

Δ({a, b}) = f_ab.

There is one pair, so there are two graphs: the empty one and the single edge. The empty graph leaves both particles isolated, and only the edge remains in the sum of (d). The definition gives the same value directly:

Δ({a, b}) = (1 + f_ab) − 1 − 1 + 1 = f_ab.

The Lean proof takes the route through graphs. It shows that {a, b} is the only pair (`hp`) and that the single edge is the only covering graph (`hc`), and then applies (d).

```lean
/-- The increment of two distinct particles is their `f_ab`. -/
theorem increment_pair (f : Sym2 V → R) {a b : V} (hab : a ≠ b) :
    increment f {a, b} = f s(a, b) := by
  have hp : pairs {a, b} = {s(a, b)} := by
    ext e
    induction e using Sym2.ind with
    | _ x y =>
      rw [mem_pairs_mk, mem_singleton, Sym2.eq_iff]
      simp only [mem_insert, mem_singleton]
      constructor
      · rintro ⟨hx | hx, hy | hy, hne⟩
        · exact absurd (hx.trans hy.symm) hne
        · exact Or.inl ⟨hx, hy⟩
        · exact Or.inr ⟨hx, hy⟩
        · exact absurd (hx.trans hy.symm) hne
      · rintro (⟨rfl, rfl⟩ | ⟨rfl, rfl⟩)
        · exact ⟨Or.inl rfl, Or.inr rfl, hab⟩
        · exact ⟨Or.inr rfl, Or.inl rfl, hab.symm⟩
  -- the single edge is the only graph that covers both particles
  have hc : coveringGraphs {a, b} = {{s(a, b)}} := by
    ext g
    rw [coveringGraphs, mem_filter, hp, mem_powerset, subset_singleton_iff, mem_singleton]
    constructor
    · rintro ⟨rfl | h, hcov⟩
      · obtain ⟨e, he, _⟩ := hcov a (mem_insert_self a _)
        exact absurd he (notMem_empty e)
      · exact h
    · rintro rfl
      exact ⟨Or.inr rfl, fun v hv => ⟨s(a, b), mem_singleton_self _, by simpa using hv⟩⟩
  rw [increment_eq_sum_coveringGraphs, hc, sum_singleton, prod_singleton]
```

## (f) The Boltzmann factor of two groups that do not interact

Let A and C be disjoint groups with f_ac = 0 for every a in A and c in C. Physically, the pair potential vanishes between the groups, as it does beyond the range of a truncated potential. Show that

B(A ∪ C) = B(A) B(C).

A pair inside A ∪ C lies inside A, lies inside C, or has one end in each. Pairs of the third kind contribute 1 + 0 = 1. No pair is of the first two kinds at once, because A and C share no particle. The remaining factors are those of B(A) and B(C), each occurring once.

In Lean, `hdis` states that the two sets of pairs are disjoint, so `prod_union` joins the two products. `prod_subset` then adds the cross pairs, whose factors are 1. The four cases at the end record in which group each endpoint lies.

```lean
/-- For two disjoint groups with `f_ij = 0` between them, the Boltzmann factor of the union
is the product of the two Boltzmann factors. -/
theorem boltzmann_union (f : Sym2 V → R) {A C : Finset V} (hd : Disjoint A C)
    (h0 : ∀ a ∈ A, ∀ c ∈ C, f s(a, c) = 0) :
    boltzmann f (A ∪ C) = boltzmann f A * boltzmann f C := by
  have hsub : pairs A ∪ pairs C ⊆ pairs (A ∪ C) := by
    intro e he
    rcases mem_union.1 he with h | h
    · exact mem_pairs.2
        ⟨fun v hv => mem_union_left _ ((mem_pairs.1 h).1 v hv), (mem_pairs.1 h).2⟩
    · exact mem_pairs.2
        ⟨fun v hv => mem_union_right _ ((mem_pairs.1 h).1 v hv), (mem_pairs.1 h).2⟩
  have hdis : Disjoint (pairs A) (pairs C) := by
    refine Finset.disjoint_left.2 fun e hA hC => ?_
    induction e using Sym2.ind with
    | _ x y => exact Finset.disjoint_left.1 hd (mem_pairs_mk.1 hA).1 (mem_pairs_mk.1 hC).1
  unfold boltzmann
  rw [← prod_union hdis]
  symm
  -- the pairs between the groups contribute factors of one
  refine prod_subset hsub fun e he hn => ?_
  induction e using Sym2.ind with
  | _ x y =>
    obtain ⟨hx, hy, hne⟩ := mem_pairs_mk.1 he
    rcases mem_union.1 hx with hx | hx <;> rcases mem_union.1 hy with hy | hy
    · exact absurd (mem_union_left _ (mem_pairs_mk.2 ⟨hx, hy, hne⟩)) hn
    · rw [h0 x hx y hy, add_zero]
    · rw [Sym2.eq_swap, h0 y hy x hx, add_zero]
    · exact absurd (mem_union_right _ (mem_pairs_mk.2 ⟨hx, hy, hne⟩)) hn
```

## (g) The increment of two groups that do not interact

Under the same hypotheses, show that

Δ(A ∪ C) = Δ(A) Δ(C).

Every subgroup T of A ∪ C is P ∪ Q for exactly one choice of P ⊆ A and Q ⊆ C, namely P = T ∩ A and Q = T ∩ C. The numbers of omitted particles add:

|(A ∪ C)∖(P ∪ Q)| = |A∖P| + |C∖Q|,

so the signs multiply. P and Q are disjoint and do not interact, so (f) gives B(P ∪ Q) = B(P) B(Q). Hence

Δ(A ∪ C) = Σ_(P ⊆ A) Σ_(Q ⊆ C) (−1)^|A∖P| (−1)^|C∖Q| B(P) B(Q) = Δ(A) Δ(C).

The correspondence between T and (P, Q) is the call to `sum_nbij'`, whose five goals check that the two maps are inverse to each other and that the terms agree. The count of omitted particles is `hcard`.

With (e), two disjoint pairs {a, b} and {c, d} that do not interact with each other have the four-body increment f_ab f_cd, which for real numbers is nonzero whenever both factors are. Fragment methods based on a many-body expansion apply the same alternating sum to energies. There the increment of the union of two disjoint nonempty groups vanishes if E(P ∪ Q) = E(P) + E(Q) for every subgroup P of the one and Q of the other. For the Boltzmann factor, inverting the definition of Δ gives the expansion B(S) = Σ_(T ⊆ S) Δ(T); cut off after pairs, it loses the term f_ab f_cd even though the two pairs do not interact. The inverted expansion and the comparison with energies are background and are not proved in the code.

```lean
/-- For two disjoint groups with `f_ij = 0` between them, the increment of the union is the
product of the two increments. -/
theorem increment_union (f : Sym2 V → R) {A C : Finset V} (hd : Disjoint A C)
    (h0 : ∀ a ∈ A, ∀ c ∈ C, f s(a, c) = 0) :
    increment f (A ∪ C) = increment f A * increment f C := by
  unfold increment
  rw [Finset.sum_mul_sum, ← Finset.sum_product']
  symm
  -- a subgroup of the union is a pair of subgroups
  refine sum_nbij' (fun p => p.1 ∪ p.2) (fun T => (T ∩ A, T ∩ C)) ?_ ?_ ?_ ?_ ?_
  · rintro ⟨P, Q⟩ h
    simp only [mem_product, mem_powerset] at h ⊢
    exact union_subset_union h.1 h.2
  · intro T _
    simp only [mem_product, mem_powerset]
    exact ⟨Finset.inter_subset_right, Finset.inter_subset_right⟩
  · rintro ⟨P, Q⟩ h
    simp only [mem_product, mem_powerset] at h
    have hQA : Q ∩ A = ∅ := Finset.disjoint_iff_inter_eq_empty.1 (hd.symm.mono_left h.2)
    have hPC : P ∩ C = ∅ := Finset.disjoint_iff_inter_eq_empty.1 (hd.mono_left h.1)
    refine Prod.ext ?_ ?_
    · change (P ∪ Q) ∩ A = P
      rw [Finset.union_inter_distrib_right, hQA, Finset.union_empty]
      exact Finset.inter_eq_left.2 h.1
    · change (P ∪ Q) ∩ C = Q
      rw [Finset.union_inter_distrib_right, hPC, Finset.empty_union]
      exact Finset.inter_eq_left.2 h.2
  · intro T hT
    change T ∩ A ∪ T ∩ C = T
    rw [← Finset.inter_union_distrib_left]
    exact Finset.inter_eq_left.2 (mem_powerset.1 hT)
  · rintro ⟨P, Q⟩ h
    simp only [mem_product, mem_powerset] at h
    have hPQ : Disjoint P Q := hd.mono h.1 h.2
    have e1 := card_sdiff_add_card_eq_card h.1
    have e2 := card_sdiff_add_card_eq_card h.2
    have e3 := card_sdiff_add_card_eq_card (union_subset_union h.1 h.2)
    rw [card_union_of_disjoint hd, card_union_of_disjoint hPQ] at e3
    have hcard : ((A ∪ C) \ (P ∪ Q)).card = (A \ P).card + (C \ Q).card := by omega
    dsimp only
    rw [hcard, pow_add,
      boltzmann_union f hPQ (fun a ha c hc => h0 a (h.1 ha) c (h.2 hc))]
    ring

end MayerIncrements
```

```lean
#print axioms MayerIncrements.increment_eq_sum_coveringGraphs
#print axioms MayerIncrements.increment_pair
#print axioms MayerIncrements.increment_union
```

```
'MayerIncrements.increment_eq_sum_coveringGraphs' depends on axioms: [propext, Classical.choice, Quot.sound]
'MayerIncrements.increment_pair' depends on axioms: [propext, Classical.choice, Quot.sound]
'MayerIncrements.increment_union' depends on axioms: [propext, Classical.choice, Quot.sound]
```
